# Bounding the error of closure at the coupling-weighted mean excitation energy, for finitely many levels

The closure approximation replaces all excitation energies in a second-order sum by one average energy, and a statement about its error depends on which average is meant. Here it is the mean of the excitation energies weighted by the squared couplings to the perturbation, not a fitted parameter. The excited states form a finite set, and their energies above the ground state lie in a known interval [m, M] with m > 0. For such a model, the result bounds the relative error of closure in a second-order perturbation energy by a function of the ratio M/m alone.

## Levels, weights and couplings

```lean
import Mathlib

open Finset

namespace KantorovichClosure

noncomputable section

variable {ι : Type*} [Fintype ι]
```

The type `ι` is the set of labels for the excited states, and `Fintype ι` says that it is finite. A function `ι → ℝ` is a list of real numbers, one per label. Continuum states are therefore not covered.

```lean
/-- The mean excitation energy `∑ p_i w_i`. -/
def meanExcitation (p w : ι → ℝ) : ℝ := ∑ i, p i * w i
```

For weights p_i and excitation energies w_i, this defines the mean energy, written W below:

W = Σ p_i w_i

The definition itself puts no conditions on p; each theorem states those it needs.

```lean
/-- The mean inverse excitation energy `∑ p_i / w_i`, for nonzero energies `w_i`. -/
def meanInverse (p w : ι → ℝ) : ℝ := ∑ i, p i / w i
```

The second mean is that of the inverse energies:

R = Σ p_i / w_i

```lean
/-- The total coupling strength `∑ |V_i|²` of the perturbation to the excited states. -/
def totalCoupling (V : ι → ℂ) : ℝ := ∑ i, ‖V i‖ ^ 2
```

The complex number V_i is the matrix element of the perturbation between the ground state and excited state i, and `‖V i‖` is its absolute value. The total coupling strength is

S = Σ |V_i|²

```lean
/-- The share of excited state `i` in the total coupling strength, for couplings that do not
all vanish. -/
def couplingWeight (V : ι → ℂ) (i : ι) : ℝ := ‖V i‖ ^ 2 / totalCoupling V
```

State i has the share |V_i|²/S of this total. These shares will serve as the weights p_i.

```lean
/-- The second-order perturbation energy `-∑ |V_i|² / w_i`, for nonzero energies `w_i`. -/
def secondOrderEnergy (V : ι → ℂ) (w : ι → ℝ) : ℝ := -∑ i, ‖V i‖ ^ 2 / w i
```

This is the usual second-order energy of a nondegenerate ground state:

E₂ = −Σ |V_i|² / w_i

It is taken as a definition. The file does not derive it from a Hamiltonian, and w_i enters as a given number.

```lean
/-- The closure approximation: every excitation energy is replaced by the coupling-weighted
mean, for couplings that do not all vanish and a nonzero mean. -/
def closureEnergy (V : ι → ℂ) (w : ι → ℝ) : ℝ :=
  -(totalCoupling V / meanExcitation (couplingWeight V) w)
```

With every w_i replaced by W, computed from the coupling shares, the sum collapses to

E_cl = −S / W

## The chord above 1/x

```lean
/-- On an interval `[m, M]` of positive energies, `1/x` lies below its chord. -/
theorem inverse_le_chord {m M x : ℝ} (hm : 0 < m) (h1 : m ≤ x) (h2 : x ≤ M) :
    1 / x ≤ (m + M - x) / (m * M) := by
  have hx : 0 < x := by linarith
  have hM : 0 < M := by linarith
  rw [div_le_div_iff₀ hx (mul_pos hm hM)]
  nlinarith [mul_nonneg (sub_nonneg.2 h1) (sub_nonneg.2 h2)]
```

A Lean theorem lists its hypotheses in brackets, then its claim after the colon, then the proof after `:= by`. The claim here is that for m ≤ x ≤ M and m > 0,

1/x ≤ (m + M − x)/(mM)

The right-hand side is the straight line through the points of 1/x at m and M. Multiplying by the positive number x m M turns the claim into mM ≤ x(m + M − x), which is the same as

(x − m)(M − x) ≥ 0

Both factors are nonnegative. In the proof, `div_le_div_iff₀` clears the denominators, and `nlinarith` finishes from the product of the two factors.

```lean
/-- For nonnegative weights summing to one and energies in `[m, M]` with `m > 0`, the mean
inverse energy lies below the chord of `1/x` taken at the mean energy. -/
theorem meanInverse_le_chord {p w : ι → ℝ} {m M : ℝ} (hp : ∀ i, 0 ≤ p i)
    (hsum : ∑ i, p i = 1) (hm : 0 < m) (hw : ∀ i, m ≤ w i ∧ w i ≤ M) :
    meanInverse p w ≤ (m + M - meanExcitation p w) / (m * M) := by
  unfold meanInverse meanExcitation
  calc ∑ i, p i / w i ≤ ∑ i, p i * ((m + M - w i) / (m * M)) := by
        refine Finset.sum_le_sum fun i _ => ?_
        have h := mul_le_mul_of_nonneg_left
          (inverse_le_chord hm (hw i).1 (hw i).2) (hp i)
        rwa [mul_one_div] at h
    _ = ((m + M) * ∑ i, p i - ∑ i, p i * w i) / (m * M) := by
        rw [Finset.mul_sum, ← Finset.sum_sub_distrib, Finset.sum_div]
        refine Finset.sum_congr rfl fun i _ => ?_
        ring
    _ = (m + M - ∑ i, p i * w i) / (m * M) := by rw [hsum, mul_one]
```

The hypotheses `hp` and `hsum` say that the weights are nonnegative and sum to one; `hw` puts every energy in [m, M]. Multiply the chord bound at x = w_i by p_i ≥ 0 and add:

R ≤ Σ p_i (m + M − w_i)/(mM)

= ((m + M) Σ p_i − Σ p_i w_i)/(mM)

= (m + M − W)/(mM)

The `calc` block consists of these three steps.

## The spread about the mean

```lean
/-- For weights summing to one and nonzero energies, with mean energy `W` and mean inverse energy
`R`, the weighted spread `∑ p_i (w_i - W)² / w_i` equals `W (W R - 1)`. -/
theorem spread_identity {p w : ι → ℝ} (hsum : ∑ i, p i = 1) (hw : ∀ i, w i ≠ 0) :
    ∑ i, p i * (w i - meanExcitation p w) ^ 2 / w i =
      meanExcitation p w * (meanExcitation p w * meanInverse p w - 1) := by
  -- expand the square about an arbitrary reference energy c
  have key : ∀ c : ℝ, ∑ i, p i * (w i - c) ^ 2 / w i =
      ∑ i, p i * w i - 2 * c * ∑ i, p i + c ^ 2 * ∑ i, p i / w i := by
    intro c
    rw [Finset.mul_sum, Finset.mul_sum, ← Finset.sum_sub_distrib, ← Finset.sum_add_distrib]
    refine Finset.sum_congr rfl fun i _ => ?_
    have e : w i * (w i)⁻¹ = 1 := mul_inv_cancel₀ (hw i)
    linear_combination (p i * w i - 2 * c * p i) * e
  rw [key, hsum]
  change meanExcitation p w - 2 * meanExcitation p w * 1
    + meanExcitation p w ^ 2 * meanInverse p w = _
  ring
```

The identity reads

Σ p_i (w_i − W)²/w_i = W(WR − 1)

To derive it, take any reference energy c and expand the square:

Σ p_i (w_i − c)²/w_i = Σ p_i w_i − 2c Σ p_i + c² Σ p_i/w_i

With c = W and Σ p_i = 1, the right-hand side is W − 2W + W²R, which is W(WR − 1). The auxiliary statement `key` is the expansion for general c. Only normalisation and nonzero energies are used, so the signs of the weights play no part yet.

```lean
/-- Positive excitation energies have a positive mean, for nonnegative weights summing to
one. -/
theorem meanExcitation_pos {p w : ι → ℝ} (hp : ∀ i, 0 ≤ p i)
    (hsum : ∑ i, p i = 1) (hw : ∀ i, 0 < w i) : 0 < meanExcitation p w := by
  obtain ⟨i, _, hi⟩ := Finset.exists_ne_zero_of_sum_ne_zero
    (s := Finset.univ) (f := p) (by rw [hsum]; exact one_ne_zero)
  exact Finset.sum_pos' (fun j _ => mul_nonneg (hp j) (hw j).le)
    ⟨i, Finset.mem_univ i, mul_pos (lt_of_le_of_ne (hp i) (Ne.symm hi)) (hw i)⟩
```

Since the weights sum to one, at least one of them is nonzero and hence positive. Its term p_i w_i is positive, the others are nonnegative, and so W > 0.

## The two-sided bound

```lean
/-- **Kantorovich inequality.** For nonnegative weights summing to one and excitation energies
in `[m, M]` with `m > 0`, the mean energy times the mean inverse energy lies between `1` and
`(m + M)² / (4 m M)`. -/
theorem kantorovich {p w : ι → ℝ} {m M : ℝ} (hp : ∀ i, 0 ≤ p i)
    (hsum : ∑ i, p i = 1) (hm : 0 < m) (hw : ∀ i, m ≤ w i ∧ w i ≤ M) :
    1 ≤ meanExcitation p w * meanInverse p w ∧
      meanExcitation p w * meanInverse p w ≤ (m + M) ^ 2 / (4 * m * M) := by
  have hpos : ∀ i, 0 < w i := fun i => lt_of_lt_of_le hm (hw i).1
  have hW := meanExcitation_pos hp hsum hpos
  constructor
  · -- the weighted spread is nonnegative
    have h : 0 ≤ meanExcitation p w * (meanExcitation p w * meanInverse p w - 1) := by
      rw [← spread_identity hsum fun i => (hpos i).ne']
      exact Finset.sum_nonneg fun i _ =>
        div_nonneg (mul_nonneg (hp i) (sq_nonneg _)) (hpos i).le
    have h' := (mul_nonneg_iff_of_pos_left hW).1 h
    linarith
  · -- the averaged chord bound, then a completed square
    obtain ⟨i, _, _⟩ := Finset.exists_ne_zero_of_sum_ne_zero
      (s := Finset.univ) (f := p) (by rw [hsum]; exact one_ne_zero)
    have hM : 0 < M := lt_of_lt_of_le (hpos i) (hw i).2
    have h := (le_div_iff₀ (mul_pos hm hM)).1 (meanInverse_le_chord hp hsum hm hw)
    rw [le_div_iff₀ (by positivity)]
    nlinarith [mul_le_mul_of_nonneg_left h hW.le,
      sq_nonneg (m + M - 2 * meanExcitation p w)]
```

The symbol `∧` means "and", so the theorem states both halves of

1 ≤ WR ≤ (m + M)²/(4mM)

For the lower half, the left-hand side of the spread identity is a sum of nonnegative terms. Hence W(WR − 1) ≥ 0, and dividing by W > 0 gives WR ≥ 1.

For the upper half, multiply the averaged chord bound by 4mMW:

4mM WR ≤ 4W(m + M − W) = (m + M)² − (m + M − 2W)² ≤ (m + M)²

Division by 4mM completes the argument. The tactic `constructor` separates the halves, and the last `nlinarith` receives exactly the two ingredients just used: the chord bound times W, and the square of m + M − 2W.

The theorem concerns weighted sums of real numbers. The Kantorovich inequality for a positive definite matrix, with expectation values of the matrix and its inverse in a unit vector in place of W and R, is not stated here; it can be reduced to this theorem by diagonalising the matrix.

The condition m > 0 says that the reference state lies below all the others by a gap. Without it the lower bound can fail. Take two levels with weights 1/2 each and energies −1 and 2, as for a reference state that is not the lowest. Then W = 1/2 and R = −1/4, so

WR = −1/8 < 1

With couplings V = (1, 1), the second-order energy is +1/2 while closure gives −4, which has the wrong sign.

```lean
/-- For nonnegative weights summing to one and positive energies, the product of means equals
one exactly when every level that carries weight lies at the mean energy. -/
theorem product_eq_one_iff {p w : ι → ℝ} (hp : ∀ i, 0 ≤ p i)
    (hsum : ∑ i, p i = 1) (hw : ∀ i, 0 < w i) :
    meanExcitation p w * meanInverse p w = 1 ↔
      ∀ i, p i ≠ 0 → w i = meanExcitation p w := by
  have hid := spread_identity hsum fun i => (hw i).ne'
  constructor
  · intro h i hi
    rw [h, sub_self, mul_zero] at hid
    have h1 := (Finset.sum_eq_zero_iff_of_nonneg fun j _ =>
      div_nonneg (mul_nonneg (hp j) (sq_nonneg _)) (hw j).le).1 hid i (Finset.mem_univ i)
    have h2 := (div_eq_zero_iff.1 h1).resolve_right (hw i).ne'
    have h3 := (pow_eq_zero_iff two_ne_zero).1 ((mul_eq_zero.1 h2).resolve_left hi)
    linarith
  · intro h
    have h0 : ∑ i, p i * (w i - meanExcitation p w) ^ 2 / w i = 0 := by
      refine Finset.sum_eq_zero fun i _ => ?_
      by_cases hi : p i = 0
      · simp [hi]
      · rw [h i hi]
        simp
    rw [h0] at hid
    have h1 := (mul_eq_zero.1 hid.symm).resolve_left (meanExcitation_pos hp hsum hw).ne'
    linarith
```

The arrow `↔` means "if and only if". For positive energies, WR = 1 holds exactly when every level with nonzero weight lies at W, which means that all these levels share one energy.

If WR = 1, the spread identity has zero on the right. A sum of nonnegative terms vanishes only if each term does, so p_i (w_i − W)²/w_i = 0 for every i, and p_i ≠ 0 forces w_i = W. Conversely, if all weighted levels lie at W, every term of the spread vanishes. Then W(WR − 1) = 0, and W > 0 leaves WR = 1. The two bullets of the proof are these two directions.

```lean
/-- Two equally weighted levels at positive energies `m` and `M` attain the upper bound. -/
theorem two_level_sharp {m M : ℝ} (hm : 0 < m) (hM : 0 < M) :
    meanExcitation ![1 / 2, 1 / 2] ![m, M] * meanInverse ![1 / 2, 1 / 2] ![m, M] =
      (m + M) ^ 2 / (4 * m * M) := by
  simp only [meanExcitation, meanInverse, Fin.sum_univ_two, Matrix.cons_val_zero,
    Matrix.cons_val_one]
  field_simp
  ring
```

The notation `![m, M]` is a list with two entries. For equal weights,

W = (m + M)/2

R = (1/m + 1/M)/2 = (m + M)/(2mM)

and their product is (m + M)²/(4mM). The upper bound is therefore attained and cannot be improved for given m and M. In Lean, `simp only` writes out the two-term sums, and `field_simp` with `ring` does the algebra.

## The error of closure

```lean
/-- For couplings that do not all vanish and excitation energies in `[m, M]` with `m > 0`, the
closure energy is negative and not below the second-order energy, and its error relative to
the latter is at most `((M - m) / (M + m))²`. -/
theorem closure_error {V : ι → ℂ} {w : ι → ℝ} {m M : ℝ} (hV : ∃ i, V i ≠ 0)
    (hm : 0 < m) (hw : ∀ i, m ≤ w i ∧ w i ≤ M) :
    secondOrderEnergy V w ≤ closureEnergy V w ∧ closureEnergy V w < 0 ∧
      closureEnergy V w - secondOrderEnergy V w ≤
        ((M - m) / (M + m)) ^ 2 * |secondOrderEnergy V w| := by
  obtain ⟨k, hk⟩ := hV
  have hpos : ∀ i, 0 < w i := fun i => lt_of_lt_of_le hm (hw i).1
  have hM : 0 < M := lt_of_lt_of_le (hpos k) (hw k).2
  have hS : 0 < totalCoupling V := Finset.sum_pos' (fun i _ => sq_nonneg _)
    ⟨k, Finset.mem_univ k, pow_pos (norm_pos_iff.2 hk) 2⟩
  -- the coupling shares are normalised weights
  have hp : ∀ i, 0 ≤ couplingWeight V i := fun i => div_nonneg (sq_nonneg _) hS.le
  have hsum : ∑ i, couplingWeight V i = 1 := by
    simp only [couplingWeight]
    rw [← Finset.sum_div]
    exact div_self hS.ne'
  have hE : secondOrderEnergy V w =
      -(totalCoupling V * meanInverse (couplingWeight V) w) := by
    unfold secondOrderEnergy meanInverse
    rw [neg_inj, Finset.mul_sum]
    refine Finset.sum_congr rfl fun i _ => ?_
    have h1 := hS.ne'
    have h2 := (hpos i).ne'
    unfold couplingWeight
    field_simp
  have hC : closureEnergy V w =
      -(totalCoupling V * (1 / meanExcitation (couplingWeight V) w)) := by
    unfold closureEnergy
    rw [mul_one_div]
  have hW := meanExcitation_pos hp hsum hpos
  obtain ⟨hlow, hupp⟩ := kantorovich hp hsum hm hw
  rw [hE, hC]
  generalize meanExcitation (couplingWeight V) w = W at *
  generalize meanInverse (couplingWeight V) w = R at *
  generalize totalCoupling V = S at *
  -- both Kantorovich bounds, read as bounds on 1 / W
  have h1 : 1 / W ≤ R := (div_le_iff₀ hW).2 (by linarith)
  have h2 : R * (4 * m * M / (m + M) ^ 2) ≤ 1 / W := by
    rw [le_div_iff₀ hW]
    have e : R * (4 * m * M / (m + M) ^ 2) * W =
        W * R * (4 * m * M) / (m + M) ^ 2 := by ring
    rw [e, div_le_one (by positivity)]
    exact (le_div_iff₀ (by positivity)).1 hupp
  have hr : ((M - m) / (M + m)) ^ 2 = 1 - 4 * m * M / (m + M) ^ 2 := by
    have hne : (m + M) ^ 2 ≠ 0 := by positivity
    rw [div_pow, add_comm M m, eq_sub_iff_add_eq, ← add_div, div_eq_one_iff_eq hne]
    ring
  have hWi : 0 < 1 / W := one_div_pos.2 hW
  have hR : 0 < R := lt_of_lt_of_le hWi h1
  have h3 := mul_le_mul_of_nonneg_left h1 hS.le
  have h4 := mul_le_mul_of_nonneg_left h2 hS.le
  refine ⟨by linarith, by linarith [mul_pos hS hWi], ?_⟩
  rw [abs_neg, abs_of_pos (mul_pos hS hR), hr]
  generalize 4 * m * M / (m + M) ^ 2 = q at *
  linarith

end

end KantorovichClosure
```

The hypothesis `hV` says that the perturbation couples the ground state to at least one excited state; otherwise there would be no coupling-weighted mean. The conclusion has three parts:

E₂ ≤ E_cl

E_cl < 0

E_cl − E₂ ≤ ((M − m)/(M + m))² |E₂|

Closure at this mean energy thus never overestimates the second-order lowering of the ground state.

The proof first checks that the shares p_i = |V_i|²/S are nonnegative and sum to one. In terms of the two means, the energies are

E₂ = −S R

E_cl = −S / W

These are the statements `hE` and `hC`. Now set

q = 4mM/(m + M)²

Dividing the Kantorovich bounds by W, and rearranging the upper one, gives

qR ≤ 1/W ≤ R

The right-hand inequality is `h1` and the left-hand one is `h2`. Multiplied by S > 0, `h1` gives E₂ ≤ E_cl, and E_cl is negative because S and W are positive. In the same way, `h2` bounds the error:

E_cl − E₂ = S(R − 1/W) ≤ (1 − q) S R = (1 − q)|E₂|

Finally, `hr` supplies

1 − q = ((m + M)² − 4mM)/(m + M)² = ((M − m)/(M + m))²

The `generalize` lines replace the means and the total coupling by single letters, after which `linarith` can combine the inequalities as above.

If the highest excitation energy is three times the lowest, M = 3m, the error is at most a quarter of |E₂|; for M = 2m it is at most a ninth. What counts is the ratio M/m, not the width M − m: as M/m grows, the factor tends to one and the bound says little.

```lean
#print axioms KantorovichClosure.product_eq_one_iff
#print axioms KantorovichClosure.two_level_sharp
#print axioms KantorovichClosure.closure_error
```

```
'KantorovichClosure.product_eq_one_iff' depends on axioms: [propext, Classical.choice, Quot.sound]
'KantorovichClosure.two_level_sharp' depends on axioms: [propext, Classical.choice, Quot.sound]
'KantorovichClosure.closure_error' depends on axioms: [propext, Classical.choice, Quot.sound]
```
